# The Jaumann stress rate is objective under a time-dependent orthogonal change of observer

## A stressed bar that turns

Take a bar under tension and rotate it rigidly. The material feels nothing new, yet the components of its stress $\sigma$ along fixed axes change, so $\sigma'\neq 0$ in general. In a pure rotation the rate of deformation is zero, so a law that makes $\sigma'$ a linear function of it would give $\sigma'=0$: the stress would stay fixed in space instead of turning with the bar. The Jaumann rate corrects $\sigma'$ with the spin of the material.

## Spin, rate and change of observer

At one material point let $F(t)$ be the invertible deformation gradient, and let a prime denote the time derivative. Define
$$L=F'F^{-1},\qquad W=\tfrac12(L-L^T),\qquad \overset{\circ}{\sigma}=\sigma'-W\sigma+\sigma W .$$
A second observer, related to the first by an orthogonal $Q(t)$, sees $F^*=QF$ and $\sigma^*=Q\sigma Q^T$. The claim is that this observer's Jaumann rate is $Q\overset{\circ}{\sigma}Q^T$.

## The observer's spin cancels

Let $\Omega=Q'Q^T$. Differentiating $QQ^T=1$ gives $Q'Q^T+QQ'^T=0$, that is, $\Omega^T=-\Omega$.

The velocity gradient becomes
$$L^*=(Q'F+QF')F^{-1}Q^T=\Omega+QLQ^T,$$
and its skew part is
$$W^*=\tfrac12(\Omega-\Omega^T)+QWQ^T=\Omega+QWQ^T .$$

Since $Q'=\Omega Q$ and $Q'^T=-Q^T\Omega$, the product rule gives
$$(\sigma^*)'=Q'\sigma Q^T+Q\sigma'Q^T+Q\sigma Q'^T=Q\sigma'Q^T+\Omega\sigma^*-\sigma^*\Omega .$$

With $Q^TQ=1$, the spin terms are
$$-W^*\sigma^*+\sigma^*W^*=-\Omega\sigma^*+\sigma^*\Omega-QW\sigma Q^T+Q\sigma WQ^T .$$
In the sum the terms in $\Omega$ cancel, leaving $Q(\sigma'-W\sigma+\sigma W)Q^T$.

## Three consequences

If $\sigma^T=\sigma$, then $W^T=-W$ gives $(-W\sigma+\sigma W)^T=\sigma W-W\sigma$, so $\overset{\circ}{\sigma}$ is symmetric.

By cyclicity of the trace, $\mathrm{tr}(\sigma(-W\sigma+\sigma W))=0$. Hence $(\mathrm{tr}\,\sigma^2)'=2\,\mathrm{tr}(\sigma\sigma')=2\,\mathrm{tr}(\sigma\overset{\circ}{\sigma})$.

For the rotating bar, start from $F=1$ and constant stress $\sigma_0$, whose Jaumann rate is zero. Objectivity then gives zero for $F=Q$, $\sigma=Q\sigma_0Q^T$ as well.

## In a stress update

For a single material point with a hypoelastic (rate-form) law $\overset{\circ}{\sigma}=\mathbb{C}(D)$, where $D$ is the symmetric part of $L$ and $\mathbb{C}$ an isotropic linear response, a simulation integrates
$$\sigma'=\mathbb{C}(D)+W\sigma-\sigma W .$$
A forward Euler step of length $\Delta t$ adds $\Delta t\,(W\sigma-\sigma W)$ for the rotation. When $D=0$ and the symmetric stress $\sigma$ does not commute with $W$, this changes $\mathrm{tr}\,\sigma^2$ at order $\Delta t^2$; taking $R\sigma R^T$ as the new stress instead, with the orthogonal matrix $R=e^{\Delta t\,W}$, preserves $\mathrm{tr}\,\sigma^2$ exactly, and it turns the stress exactly with the material if $W$ is constant during the step.

## The statement in Lean

Matrices are real and square, indexed by a finite type `n`; physical space has three indices. `DiffAt` means that every component is differentiable at `t`, and `rate` collects the component derivatives. `velGrad`, `spin`, `frameSpin` and `jaumann` are $L$, $W$, $\Omega$ and $\overset{\circ}{\sigma}$.

In `jaumann_objective`, `hO` requires $QQ^T=1$ at all times, which admits reflections, while `hdet` requires $F$ to be invertible only at `t`. Symmetry of $\sigma$ is not assumed; it enters only in `jaumann_symmetric`. The transformation of the stress is a premise, expressing that both observers describe the same physical stress. No constitutive law or spatial field appears.

```lean
import Mathlib

open Matrix

namespace JaumannRate

noncomputable section

variable {n : Type*} [Fintype n]

/-- Every component of the time-dependent matrix `A` is differentiable at time `t`. -/
def DiffAt (A : ℝ → Matrix n n ℝ) (t : ℝ) : Prop :=
  ∀ i j, DifferentiableAt ℝ (fun s => A s i j) t

/-- The material time derivative of a matrix, taken component by component. -/
def rate (A : ℝ → Matrix n n ℝ) (t : ℝ) : Matrix n n ℝ :=
  Matrix.of fun i j => deriv (fun s => A s i j) t

/-- The observer spin `Ω = Q' Qᵀ` of a time-dependent rotation `Q`. -/
def frameSpin (Q : ℝ → Matrix n n ℝ) (t : ℝ) : Matrix n n ℝ :=
  rate Q t * (Q t)ᵀ

variable {A B F σ Q : ℝ → Matrix n n ℝ} {t : ℝ}

/-- Each component of a product of two time-dependent matrices obeys the product rule. -/
theorem hasDerivAt_mul_apply (hA : DiffAt A t) (hB : DiffAt B t) (i j : n) :
    HasDerivAt (fun s => (A s * B s) i j) ((rate A t * B t + A t * rate B t) i j) t := by
  simp only [Matrix.add_apply, Matrix.mul_apply, ← Finset.sum_add_distrib]
  exact HasDerivAt.fun_sum fun k _ => (hA i k).hasDerivAt.fun_mul (hB k j).hasDerivAt

/-- The product rule for the material time derivative, with the order of factors kept. -/
theorem rate_mul (hA : DiffAt A t) (hB : DiffAt B t) :
    rate (fun s => A s * B s) t = rate A t * B t + A t * rate B t := by
  ext i j
  exact (hasDerivAt_mul_apply hA hB i j).deriv

variable [DecidableEq n]

/-- The velocity gradient `L = F' F⁻¹` of the deformation gradient `F`. -/
def velGrad (F : ℝ → Matrix n n ℝ) (t : ℝ) : Matrix n n ℝ :=
  rate F t * (F t)⁻¹

/-- The material spin `W`, the skew part of the velocity gradient. -/
def spin (F : ℝ → Matrix n n ℝ) (t : ℝ) : Matrix n n ℝ :=
  (1 / 2 : ℝ) • (velGrad F t - (velGrad F t)ᵀ)

/-- The Jaumann rate `σ' - W σ + σ W` of the stress `σ` in the motion `F`. -/
def jaumann (F σ : ℝ → Matrix n n ℝ) (t : ℝ) : Matrix n n ℝ :=
  rate σ t - spin F t * σ t + σ t * spin F t

/-- The spin of an orthogonal change of observer is skew-symmetric. -/
theorem frameSpin_transpose (hQ : DiffAt Q t) (hO : ∀ s, Q s * (Q s)ᵀ = 1) :
    (frameSpin Q t)ᵀ = -frameSpin Q t := by
  have hQT : DiffAt (fun s => (Q s)ᵀ) t := fun i j => hQ j i
  -- differentiate `Q Qᵀ = 1`
  have h : rate (fun s => Q s * (Q s)ᵀ) t
      = rate Q t * (Q t)ᵀ + Q t * (rate Q t)ᵀ := rate_mul hQ hQT
  have h0 : rate (fun s => Q s * (Q s)ᵀ) t = 0 := by
    simp only [hO]
    ext i j
    simp [rate]
  rw [h0] at h
  rw [frameSpin, Matrix.transpose_mul, Matrix.transpose_transpose]
  exact eq_neg_of_add_eq_zero_right h.symm

/-- Under a change of observer the velocity gradient becomes `Ω + Q L Qᵀ`. -/
theorem velGrad_rotated (hQ : DiffAt Q t) (hF : DiffAt F t)
    (hO : ∀ s, Q s * (Q s)ᵀ = 1) (hdet : IsUnit (F t).det) :
    velGrad (fun s => Q s * F s) t = frameSpin Q t + Q t * velGrad F t * (Q t)ᵀ := by
  have hc : ∀ X : Matrix n n ℝ, F t * ((F t)⁻¹ * X) = X := fun X => by
    rw [← Matrix.mul_assoc, Matrix.mul_nonsing_inv _ hdet, Matrix.one_mul]
  simp only [velGrad, frameSpin]
  rw [rate_mul hQ hF, Matrix.mul_inv_rev, Matrix.inv_eq_right_inv (hO t)]
  simp only [Matrix.add_mul, Matrix.mul_assoc, hc]

/-- Under a change of observer the material spin becomes `Ω + Q W Qᵀ`. -/
theorem spin_rotated (hQ : DiffAt Q t) (hF : DiffAt F t)
    (hO : ∀ s, Q s * (Q s)ᵀ = 1) (hdet : IsUnit (F t).det) :
    spin (fun s => Q s * F s) t = frameSpin Q t + Q t * spin F t * (Q t)ᵀ := by
  simp only [spin]
  rw [velGrad_rotated hQ hF hO hdet, Matrix.transpose_add, frameSpin_transpose hQ hO]
  simp only [Matrix.transpose_mul, Matrix.transpose_transpose, Matrix.mul_smul,
    Matrix.smul_mul, Matrix.mul_sub, Matrix.sub_mul, Matrix.mul_assoc]
  module

/-- The material derivative of the rotated stress `σ* = Q σ Qᵀ` is
`Q σ' Qᵀ + Ω σ* - σ* Ω`. -/
theorem rate_rotated (hQ : DiffAt Q t) (hσ : DiffAt σ t) (hO : ∀ s, Q s * (Q s)ᵀ = 1) :
    rate (fun s => Q s * σ s * (Q s)ᵀ) t = Q t * rate σ t * (Q t)ᵀ
      + frameSpin Q t * (Q t * σ t * (Q t)ᵀ) - Q t * σ t * (Q t)ᵀ * frameSpin Q t := by
  have hQT : DiffAt (fun s => (Q s)ᵀ) t := fun i j => hQ j i
  have hQσ : DiffAt (fun s => Q s * σ s) t :=
    fun i j => (hasDerivAt_mul_apply hQ hσ i j).differentiableAt
  -- express `Q'` and its transpose through the observer spin
  have h1 : rate Q t = frameSpin Q t * Q t := by
    rw [frameSpin, Matrix.mul_assoc, mul_eq_one_comm.mp (hO t), Matrix.mul_one]
  have h2 : (rate Q t)ᵀ = -((Q t)ᵀ * frameSpin Q t) := by
    rw [h1, Matrix.transpose_mul, frameSpin_transpose hQ hO, Matrix.mul_neg]
  have h3 : rate (fun s => Q s * σ s * (Q s)ᵀ) t
      = rate (fun s => Q s * σ s) t * (Q t)ᵀ + Q t * σ t * (rate Q t)ᵀ := rate_mul hQσ hQT
  rw [h3, rate_mul hQ hσ, h2, h1]
  simp only [Matrix.add_mul, Matrix.mul_neg, Matrix.mul_assoc]
  abel

/-- Objectivity of the Jaumann rate: under `F → Q F` and `σ → Q σ Qᵀ` with `Q` orthogonal,
the Jaumann rate is transformed into `Q (Jaumann rate) Qᵀ`. -/
theorem jaumann_objective (hQ : DiffAt Q t) (hF : DiffAt F t) (hσ : DiffAt σ t)
    (hO : ∀ s, Q s * (Q s)ᵀ = 1) (hdet : IsUnit (F t).det) :
    jaumann (fun s => Q s * F s) (fun s => Q s * σ s * (Q s)ᵀ) t
      = Q t * jaumann F σ t * (Q t)ᵀ := by
  have hc : ∀ X : Matrix n n ℝ, (Q t)ᵀ * (Q t * X) = X := fun X => by
    rw [← Matrix.mul_assoc, mul_eq_one_comm.mp (hO t), Matrix.one_mul]
  simp only [jaumann]
  rw [spin_rotated hQ hF hO hdet, rate_rotated hQ hσ hO]
  -- the terms containing the observer spin cancel
  simp only [Matrix.mul_add, Matrix.add_mul, Matrix.mul_sub, Matrix.sub_mul,
    Matrix.mul_assoc, hc]
  abel

/-- The Jaumann rate of a symmetric stress is symmetric. -/
theorem jaumann_symmetric (F : ℝ → Matrix n n ℝ) (t : ℝ) (hs : ∀ s, (σ s)ᵀ = σ s) :
    (jaumann F σ t)ᵀ = jaumann F σ t := by
  have hr : (rate σ t)ᵀ = rate σ t := by
    ext i j
    have h : (fun s => σ s j i) = fun s => σ s i j :=
      funext fun s => congrFun (congrFun (hs s) i) j
    exact congrArg (fun f => deriv f t) h
  have hW : (spin F t)ᵀ = -spin F t := by
    simp only [spin, Matrix.transpose_smul, Matrix.transpose_sub, Matrix.transpose_transpose]
    module
  simp only [jaumann, Matrix.transpose_add, Matrix.transpose_sub, Matrix.transpose_mul,
    hr, hW, hs, Matrix.mul_neg, Matrix.neg_mul]
  abel

/-- The time derivative of the stress invariant `tr σ²` is twice the trace of the stress
times its Jaumann rate. -/
theorem deriv_trace_sq (F : ℝ → Matrix n n ℝ) (hσ : DiffAt σ t) :
    deriv (fun s => (σ s * σ s).trace) t = 2 * (σ t * jaumann F σ t).trace := by
  have h : HasDerivAt (fun s => (σ s * σ s).trace)
      ((rate σ t * σ t + σ t * rate σ t).trace) t := by
    simp only [Matrix.trace, Matrix.diag_apply]
    exact HasDerivAt.fun_sum fun i _ => hasDerivAt_mul_apply hσ hσ i i
  -- the spin terms cancel by cyclicity of the trace
  have c : (σ t * (spin F t * σ t)).trace = (σ t * (σ t * spin F t)).trace := by
    rw [Matrix.trace_mul_comm, Matrix.mul_assoc, Matrix.trace_mul_comm, Matrix.mul_assoc]
  rw [h.deriv]
  simp only [jaumann, Matrix.mul_add, Matrix.mul_sub, Matrix.trace_add, Matrix.trace_sub]
  rw [c, Matrix.trace_mul_comm (rate σ t) (σ t)]
  ring

/-- In a rigid rotation `F = Q`, a stress `Q σ₀ Qᵀ` that turns with the body has zero
Jaumann rate. -/
theorem jaumann_rigid_rotation (σ₀ : Matrix n n ℝ) (hQ : DiffAt Q t)
    (hO : ∀ s, Q s * (Q s)ᵀ = 1) :
    jaumann Q (fun s => Q s * σ₀ * (Q s)ᵀ) t = 0 := by
  have hconst : ∀ C : Matrix n n ℝ, DiffAt (fun _ => C) t :=
    fun C i j => differentiableAt_const (C i j)
  have hrate : ∀ C : Matrix n n ℝ, rate (fun _ => C) t = 0 := fun C => by
    ext i j
    simp [rate]
  -- a body at rest under constant stress, seen by the rotating observer
  have h := jaumann_objective (F := fun _ => 1) (σ := fun _ => σ₀) hQ (hconst 1)
    (hconst σ₀) hO (by simp)
  have z : jaumann (fun _ => (1 : Matrix n n ℝ)) (fun _ => σ₀) t = 0 := by
    simp [jaumann, spin, velGrad, hrate]
  simpa only [z, Matrix.mul_one, Matrix.mul_zero, Matrix.zero_mul] using h

end

end JaumannRate
```

```lean
#print axioms JaumannRate.jaumann_objective
#print axioms JaumannRate.jaumann_symmetric
#print axioms JaumannRate.deriv_trace_sq
#print axioms JaumannRate.jaumann_rigid_rotation
```

```
'JaumannRate.jaumann_objective' depends on axioms: [propext, Classical.choice, Quot.sound]
'JaumannRate.jaumann_symmetric' depends on axioms: [propext, Classical.choice, Quot.sound]
'JaumannRate.deriv_trace_sq' depends on axioms: [propext, Classical.choice, Quot.sound]
'JaumannRate.jaumann_rigid_rotation' depends on axioms: [propext, Classical.choice, Quot.sound]
```

## How the proof follows the derivation

`hasDerivAt_mul_apply` differentiates the finite sum in each entry of a product, and `rate_mul` assembles the entries into the matrix product rule. `frameSpin_transpose` applies it to $QQ^T$, whose rate is zero.

In `velGrad_rotated`, the local fact `hc` cancels $F F^{-1}$; this is where invertibility enters. `spin_rotated` takes the skew part, and `module` collects the two halves of $\Omega$. `rate_rotated` uses `h1` and `h2` for $Q'=\Omega Q$ and its transpose.

`jaumann_objective` substitutes these results, expands the products and removes the inner $Q^TQ$. The final `abel` cancels the terms in $\Omega$.

`jaumann_symmetric` transposes each term. In `deriv_trace_sq`, the equality `c` is the cyclicity step that removes the spin. `jaumann_rigid_rotation` applies the main theorem to the body at rest, as above.
